# A pure fermionic state with an idempotent one-particle density matrix has a two-particle density matrix of direct-minus-exchange form

## Interaction energy and the two-particle density matrix

Electrons in a finite set of spin orbitals repel each other pairwise. With $a_p$ the annihilation operator of orbital $p$, their interaction energy in a state $\psi$ is
$$E_{\rm int}=\tfrac12\sum_{pqrs}v_{pqrs}\,\langle\psi,a_p^\dagger a_q^\dagger a_s a_r\psi\rangle ,$$
where $v_{pqrs}=\langle pq|rs\rangle$ are the two-electron integrals, with $p$ and $r$ belonging to one electron and $q$ and $s$ to the other. The expectation values form the two-particle density matrix, which in general isn't determined by the one-particle density matrix
$$\gamma_{pq}=\langle\psi,a_q^\dagger a_p\psi\rangle .$$

For a Slater determinant it is determined, and $\gamma$ is a projector onto the occupied orbitals. Suppose that we know only the second fact, $\gamma^2=\gamma$, and nothing about the form of $\psi$ or its particle number. Does the two-particle density matrix still reduce to $\gamma$?

## Factorisation from $\gamma^2=\gamma$

It does. Let the $a_p$ satisfy the canonical anticommutation relations
$$\{a_p,a_q\}=0,\qquad \{a_p,a_q^\dagger\}=\delta_{pq},$$
and let $\psi$ be a unit vector with $\gamma^2=\gamma$. Then for all $p,q,r,s$
$$\langle\psi,a_p^\dagger a_q^\dagger a_s a_r\psi\rangle=\gamma_{rp}\gamma_{sq}-\gamma_{sp}\gamma_{rq}.$$

For a pure state with idempotent $\gamma$ in finitely many modes, $E_{\rm int}$ is therefore the Hartree–Fock expression, a direct and an exchange term built from $\gamma$. The formula is the four-operator case of Wick's theorem for such states; products of more operators are not treated. In the standard Fock space, a pure state with idempotent $\gamma$ is in fact a Slater determinant, with the vacuum counted as one. The derivation below doesn't use this, and it isn't proved here.

Setting $r=p$ and $s=q$ gives the pair density. Since $\gamma_{qp}=\overline{\gamma_{pq}}$, it equals $\gamma_{pp}\gamma_{qq}-|\gamma_{pq}|^2$, which vanishes for $p=q$, as the Pauli principle requires.

## Modes, matrices and hypotheses in Lean

The type `ι` labels the modes, with spin included in the label, and `n` labels a basis of the many-particle space. Both are finite, so each `a p` is a complex square matrix and `(a p)ᴴ` is its adjoint. The structure `CAR` holds the two anticommutation relations as `anti` and `mixed`. It admits any finite matrix representation of them, not only the standard Fock space.

The map `expect ψ` sends a matrix $A$ to $\langle\psi,A\psi\rangle$, conjugate-linear in the left vector, and is itself linear in $A$. The entry `rdm a ψ p q` is $\gamma_{pq}$; its first index belongs to the annihilation operator.

In `wick_factorisation`, the hypothesis `ha` is the set of anticommutation relations, `hψ` is normalisation and `hγ` is idempotency. Physically, `hγ` says that every natural orbital is either filled or empty. It is assumed of the state and not derived from a Hamiltonian or a variational principle. The theorem is stated for state vectors and finitely many modes; density operators are not treated.

## The occupied part of an annihilation operator

Define
$$e_p=\sum_q\gamma_{pq}a_q .$$
Its overlap with $a_q$ on the state is
$$\langle a_q\psi,e_p\psi\rangle=\sum_r\gamma_{pr}\langle\psi,a_q^\dagger a_r\psi\rangle=\sum_r\gamma_{pr}\gamma_{rq}=(\gamma^2)_{pq},$$
while $\langle a_q\psi,a_p\psi\rangle=\gamma_{pq}$. If $\gamma^2=\gamma$, the vector $(a_p-e_p)\psi$ is thus orthogonal to every $a_q\psi$. It is also a linear combination of these vectors, so it is orthogonal to itself and vanishes:
$$a_p\psi=e_p\psi .$$
Conversely, if this holds for all $p$, the two overlaps agree and $\gamma^2=\gamma$. Neither direction uses the anticommutation relations or normalisation.

## Filled orbitals accept no further particle

By linearity, $\{e_p,a_q^\dagger\}=\sum_r\gamma_{pr}\delta_{rq}=\gamma_{pq}$. Taking the expectation value in the unit vector $\psi$ gives
$$\langle\psi,e_pa_q^\dagger\psi\rangle=\gamma_{pq}-\langle\psi,a_q^\dagger e_p\psi\rangle=\gamma_{pq}-(\gamma^2)_{pq}=0 .$$
Since $e_p^\dagger=\sum_q\overline{\gamma_{pq}}\,a_q^\dagger$,
$$\|e_p^\dagger\psi\|^2=\langle\psi,e_pe_p^\dagger\psi\rangle=\sum_q\overline{\gamma_{pq}}\,\langle\psi,e_pa_q^\dagger\psi\rangle=0 .$$
Hence $e_p^\dagger\psi=0$. The operator $e_p^\dagger$ creates a particle in the projection of orbital $p$ onto the occupied space, where there is no room for one.

## Two contractions on the way to the left

Next to $\psi$ we may replace $a_r$ by $e_r$. This operator anticommutes with $a_s$, and its anticommutators with $a_q^\dagger$ and $a_p^\dagger$ are numbers. Moving it to the left gives
$$\begin{aligned}
a_p^\dagger a_q^\dagger a_s e_r
&=-a_p^\dagger a_q^\dagger e_r a_s\\
&=-\gamma_{rq}\,a_p^\dagger a_s+a_p^\dagger e_r a_q^\dagger a_s\\
&=-\gamma_{rq}\,a_p^\dagger a_s+\gamma_{rp}\,a_q^\dagger a_s-e_r a_p^\dagger a_q^\dagger a_s .
\end{aligned}$$
In the expectation value the last term is $-\langle e_r^\dagger\psi,\,a_p^\dagger a_q^\dagger a_s\psi\rangle=0$. The other two give $\gamma_{rp}\gamma_{sq}-\gamma_{rq}\gamma_{sp}$, which is the stated result.

## A superposed orbital and a superposed pair

Take two modes, numbered 0 and 1, and the basis: vacuum, mode 0 filled, mode 1 filled, both filled. The unit vector $(0,\tfrac35,\tfrac45,0)$ describes one particle in a superposed orbital. Its density matrix
$$\gamma=\frac1{25}\begin{pmatrix}9&12\\12&16\end{pmatrix}$$
is idempotent although it isn't diagonal, so this state meets all the hypotheses.

The unit vector $(\tfrac35,0,0,\tfrac45)$ superposes the vacuum and the filled pair. Its particle number is indefinite, as in the trial states of BCS theory, so it serves here as a mathematical test case and not as a state of an isolated set of electrons. Here $\gamma=\tfrac{16}{25}\,\mathbb 1$, which is not idempotent. The probability of finding both modes filled is $\tfrac{16}{25}$, whereas the factorised expression gives $\tfrac{256}{625}$. The anticommutation relations and normalisation alone are therefore not enough.

## The complete Lean file

```lean
import Mathlib

open Matrix
open scoped ComplexOrder

namespace WickFromIdempotency

noncomputable section

variable {ι n : Type*} [Fintype ι] [Fintype n]

/-- The canonical anticommutation relations for annihilation matrices `a p`. -/
structure CAR [DecidableEq ι] [DecidableEq n] (a : ι → Matrix n n ℂ) : Prop where
  anti : ∀ p q, a p * a q + a q * a p = 0
  mixed : ∀ p q, a p * (a q)ᴴ + (a q)ᴴ * a p = if p = q then 1 else 0

/-- The expectation value `⟨ψ, A ψ⟩`, as a linear functional of the operator `A`. -/
def expect (ψ : n → ℂ) : Matrix n n ℂ →ₗ[ℂ] ℂ where
  toFun A := star ψ ⬝ᵥ (A *ᵥ ψ)
  map_add' A B := by rw [Matrix.add_mulVec, dotProduct_add]
  map_smul' c A := by simp [Matrix.smul_mulVec, dotProduct_smul]

/-- The one-particle density matrix `γ p q = ⟨ψ, a_q† a_p ψ⟩`. -/
def rdm (a : ι → Matrix n n ℂ) (ψ : n → ℂ) : Matrix ι ι ℂ :=
  Matrix.of fun p q => expect ψ ((a q)ᴴ * a p)

/-- The occupied part `∑ q, γ p q a_q` of the annihilation operator `a_p`. -/
def occ (a : ι → Matrix n n ℂ) (ψ : n → ℂ) (p : ι) : Matrix n n ℂ :=
  ∑ q, rdm a ψ p q • a q

/-- The expectation value of `A† B` is the overlap of `A ψ` with `B ψ`. -/
theorem expect_conj (ψ : n → ℂ) (A B : Matrix n n ℂ) :
    expect ψ (Aᴴ * B) = star (A *ᵥ ψ) ⬝ᵥ (B *ᵥ ψ) := by
  change star ψ ⬝ᵥ ((Aᴴ * B) *ᵥ ψ) = _
  rw [Matrix.star_mulVec, ← Matrix.dotProduct_mulVec, Matrix.mulVec_mulVec]

/-- The overlap of `a_q ψ` with the occupied part of `a_p` acting on `ψ` is `(γ γ) p q`. -/
theorem expect_occ (a : ι → Matrix n n ℂ) (ψ : n → ℂ) (p q : ι) :
    expect ψ ((a q)ᴴ * occ a ψ p) = (rdm a ψ * rdm a ψ) p q := by
  simp only [occ, Finset.mul_sum, Matrix.mul_smul, map_sum, map_smul, smul_eq_mul,
    Matrix.mul_apply]
  rfl

/-- The density matrix is idempotent exactly when every `a_p` acts on `ψ` as its
occupied part does. -/
theorem idempotent_iff (a : ι → Matrix n n ℂ) (ψ : n → ℂ) :
    rdm a ψ * rdm a ψ = rdm a ψ ↔ ∀ p, a p *ᵥ ψ = occ a ψ p *ᵥ ψ := by
  constructor
  · intro hγ p
    obtain ⟨D, hD⟩ : ∃ D, D = a p - occ a ψ p := ⟨_, rfl⟩
    -- the difference is orthogonal to every `a_q ψ`
    have h : ∀ q, expect ψ ((a q)ᴴ * D) = 0 := by
      intro q
      rw [hD, mul_sub, map_sub, expect_occ, hγ]
      exact sub_self _
    have hDc : Dᴴ = (a p)ᴴ - ∑ q, star (rdm a ψ p q) • (a q)ᴴ := by
      rw [hD, Matrix.conjTranspose_sub, occ, Matrix.conjTranspose_sum]
      simp only [Matrix.conjTranspose_smul]
    -- hence it is orthogonal to itself
    have h0 : expect ψ (Dᴴ * D) = 0 := by
      rw [hDc, sub_mul, Finset.sum_mul, map_sub, map_sum, h p]
      simp only [Matrix.smul_mul, map_smul, h, smul_zero, Finset.sum_const_zero, sub_zero]
    rw [expect_conj] at h0
    have h1 : D *ᵥ ψ = 0 := dotProduct_star_self_eq_zero.mp h0
    rw [hD, Matrix.sub_mulVec] at h1
    exact sub_eq_zero.mp h1
  · intro h
    ext p q
    rw [← expect_occ, expect_conj, ← h p, ← expect_conj]
    rfl

variable [DecidableEq ι] [DecidableEq n]

/-- The anticommutator of the occupied part of `a_p` with `a_q†` is the number `γ p q`. -/
theorem occ_anticomm {a : ι → Matrix n n ℂ} (ha : CAR a) (ψ : n → ℂ) (p q : ι) :
    occ a ψ p * (a q)ᴴ + (a q)ᴴ * occ a ψ p = rdm a ψ p q • (1 : Matrix n n ℂ) := by
  simp only [occ, Finset.sum_mul, Finset.mul_sum, Matrix.smul_mul, Matrix.mul_smul,
    ← Finset.sum_add_distrib, ← smul_add, ha.mixed]
  simp

/-- If the density matrix of a unit vector `ψ` is idempotent, the adjoint of the occupied part of
`a_p` annihilates `ψ`. -/
theorem occ_adjoint_mulVec {a : ι → Matrix n n ℂ} (ha : CAR a) {ψ : n → ℂ}
    (hψ : star ψ ⬝ᵥ ψ = 1) (hγ : rdm a ψ * rdm a ψ = rdm a ψ) (p : ι) :
    (occ a ψ p)ᴴ *ᵥ ψ = 0 := by
  have h1 : expect ψ 1 = 1 := by
    change star ψ ⬝ᵥ ((1 : Matrix n n ℂ) *ᵥ ψ) = 1
    rw [Matrix.one_mulVec, hψ]
  have h : ∀ q, expect ψ (occ a ψ p * (a q)ᴴ) = 0 := by
    intro q
    have e := congrArg (expect ψ) (occ_anticomm ha ψ p q)
    rw [map_add, expect_occ, hγ, map_smul, h1, smul_eq_mul, mul_one] at e
    linear_combination e
  have hc : (occ a ψ p)ᴴ = ∑ q, star (rdm a ψ p q) • (a q)ᴴ := by
    rw [occ, Matrix.conjTranspose_sum]
    simp only [Matrix.conjTranspose_smul]
  -- the squared norm of the vector vanishes
  have h0 : expect ψ (occ a ψ p * (occ a ψ p)ᴴ) = 0 := by
    rw [hc, Finset.mul_sum, map_sum]
    simp only [Matrix.mul_smul, map_smul, h, smul_zero, Finset.sum_const_zero]
  have h2 := expect_conj ψ (occ a ψ p)ᴴ (occ a ψ p)ᴴ
  rw [Matrix.conjTranspose_conjTranspose, h0] at h2
  exact dotProduct_star_self_eq_zero.mp h2.symm

/-- Wick factorisation: if the density matrix of a unit vector is idempotent, its two-particle
density matrix is the direct product term minus the exchange term. -/
theorem wick_factorisation {a : ι → Matrix n n ℂ} (ha : CAR a) {ψ : n → ℂ}
    (hψ : star ψ ⬝ᵥ ψ = 1) (hγ : rdm a ψ * rdm a ψ = rdm a ψ) (p q r s : ι) :
    expect ψ ((a p)ᴴ * (a q)ᴴ * a s * a r) =
      rdm a ψ r p * rdm a ψ s q - rdm a ψ s p * rdm a ψ r q := by
  -- next to `ψ`, replace `a_r` by its occupied part
  have hr : expect ψ ((a p)ᴴ * (a q)ᴴ * a s * a r) =
      expect ψ ((a p)ᴴ * (a q)ᴴ * a s * occ a ψ r) := by
    change star ψ ⬝ᵥ (_ *ᵥ ψ) = star ψ ⬝ᵥ (_ *ᵥ ψ)
    rw [← Matrix.mulVec_mulVec, (idempotent_iff a ψ).mp hγ r, Matrix.mulVec_mulVec]
  have h3 : occ a ψ r * a s + a s * occ a ψ r = 0 := by
    simp only [occ, Finset.sum_mul, Finset.mul_sum, Matrix.smul_mul, Matrix.mul_smul,
      ← Finset.sum_add_distrib, ← smul_add, ha.anti, smul_zero, Finset.sum_const_zero]
  -- move the occupied part to the far left, collecting the contractions
  have hmove : (a p)ᴴ * (a q)ᴴ * a s * occ a ψ r =
      rdm a ψ r p • ((a q)ᴴ * a s) - rdm a ψ r q • ((a p)ᴴ * a s)
        - occ a ψ r * ((a p)ᴴ * (a q)ᴴ * a s) := by
    calc (a p)ᴴ * (a q)ᴴ * a s * occ a ψ r
        = (a p)ᴴ * (a q)ᴴ * (occ a ψ r * a s + a s * occ a ψ r)
          - (a p)ᴴ * (occ a ψ r * (a q)ᴴ + (a q)ᴴ * occ a ψ r) * a s
          + (occ a ψ r * (a p)ᴴ + (a p)ᴴ * occ a ψ r) * ((a q)ᴴ * a s)
          - occ a ψ r * ((a p)ᴴ * (a q)ᴴ * a s) := by noncomm_ring
      _ = _ := by
        rw [h3, occ_anticomm ha, occ_anticomm ha]
        simp only [mul_zero, Matrix.mul_smul, Matrix.smul_mul, mul_one, one_mul]
        abel
  -- the fully moved term vanishes
  have h0 : expect ψ (occ a ψ r * ((a p)ᴴ * (a q)ᴴ * a s)) = 0 := by
    have e := expect_conj ψ (occ a ψ r)ᴴ ((a p)ᴴ * (a q)ᴴ * a s)
    rwa [Matrix.conjTranspose_conjTranspose, occ_adjoint_mulVec ha hψ hγ, star_zero,
      zero_dotProduct] at e
  rw [hr, hmove, map_sub, map_sub, map_smul, map_smul, h0]
  change rdm a ψ r p * rdm a ψ s q - rdm a ψ r q * rdm a ψ s p - 0 = _
  ring

/-- For a unit vector with idempotent density matrix, the pair density of modes `p` and `q` is the
product of their occupations minus `|γ p q|²`. -/
theorem pair_density {a : ι → Matrix n n ℂ} (ha : CAR a) {ψ : n → ℂ}
    (hψ : star ψ ⬝ᵥ ψ = 1) (hγ : rdm a ψ * rdm a ψ = rdm a ψ) (p q : ι) :
    expect ψ ((a p)ᴴ * (a q)ᴴ * a q * a p) =
      rdm a ψ p p * rdm a ψ q q - (Complex.normSq (rdm a ψ p q) : ℂ) := by
  have h : rdm a ψ q p = star (rdm a ψ p q) := by
    change expect ψ ((a p)ᴴ * a q) = star (expect ψ ((a q)ᴴ * a p))
    rw [expect_conj, expect_conj, Matrix.star_dotProduct]
  rw [wick_factorisation ha hψ hγ, h, ← Complex.mul_conj, mul_comm (star _)]
  rfl

/-- Annihilation matrices of two fermionic modes in the basis: vacuum, first mode filled,
second mode filled, both filled. -/
def modes : Fin 2 → Matrix (Fin 4) (Fin 4) ℂ :=
  ![!![0, 1, 0, 0; 0, 0, 0, 0; 0, 0, 0, 1; 0, 0, 0, 0],
    !![0, 0, 1, 0; 0, 0, 0, -1; 0, 0, 0, 0; 0, 0, 0, 0]]

/-- The action of the two annihilation matrices on a general state vector. -/
theorem modes_mulVec (w x y z : ℂ) :
    modes 0 *ᵥ ![w, x, y, z] = ![x, 0, z, 0] ∧
      modes 1 *ᵥ ![w, x, y, z] = ![y, -z, 0, 0] := by
  constructor <;> ext i <;> fin_cases i <;>
    simp [modes, Matrix.mulVec, dotProduct, Fin.sum_univ_four]

/-- The two-mode matrices and one particle in a superposition of both modes satisfy the
anticommutation relations, normalisation and idempotency. -/
theorem wick_factorisation_witness :
    CAR modes ∧ star ![0, 3 / 5, 4 / 5, 0] ⬝ᵥ ![(0 : ℂ), 3 / 5, 4 / 5, 0] = 1 ∧
      rdm modes ![0, 3 / 5, 4 / 5, 0] * rdm modes ![0, 3 / 5, 4 / 5, 0] =
        rdm modes ![0, 3 / 5, 4 / 5, 0] := by
  have c3 : (starRingEnd ℂ) 3 = 3 := Complex.ext (by simp) (by simp)
  have c4 : (starRingEnd ℂ) 4 = 4 := Complex.ext (by simp) (by simp)
  have c5 : (starRingEnd ℂ) 5 = 5 := Complex.ext (by simp) (by simp)
  refine ⟨⟨?_, ?_⟩, ?_, ?_⟩
  · intro p q
    ext i j
    fin_cases p <;> fin_cases q <;> fin_cases i <;> fin_cases j <;>
      simp [modes]
  · intro p q
    ext i j
    simp only [Matrix.add_apply, Matrix.mul_apply, Matrix.conjTranspose_apply,
      Fin.sum_univ_four]
    fin_cases p <;> fin_cases q <;> fin_cases i <;> fin_cases j <;> simp [modes]
  · simp [dotProduct, Fin.sum_univ_four]
    norm_num [c3, c4, c5]
  · have h : rdm modes ![0, 3 / 5, 4 / 5, 0] = !![9 / 25, 12 / 25; 12 / 25, 16 / 25] := by
      ext p q
      fin_cases p <;> fin_cases q <;>
        simp [rdm, expect_conj, modes_mulVec, dotProduct, Fin.sum_univ_four] <;>
        norm_num [c3, c4, c5]
    rw [h]
    ext p q
    fin_cases p <;> fin_cases q <;> simp [Matrix.mul_apply, Fin.sum_univ_two] <;> norm_num

/-- For a normalised superposition of the vacuum and the filled pair, the pair density of the two
modes differs from the direct product term minus the exchange term. -/
theorem pair_superposition_not_wick :
    star ![3 / 5, 0, 0, 4 / 5] ⬝ᵥ ![(3 / 5 : ℂ), 0, 0, 4 / 5] = 1 ∧
      expect ![3 / 5, 0, 0, 4 / 5] ((modes 0)ᴴ * (modes 1)ᴴ * modes 1 * modes 0) ≠
        rdm modes ![3 / 5, 0, 0, 4 / 5] 0 0 * rdm modes ![3 / 5, 0, 0, 4 / 5] 1 1 -
          rdm modes ![3 / 5, 0, 0, 4 / 5] 1 0 * rdm modes ![3 / 5, 0, 0, 4 / 5] 0 1 := by
  have c3 : (starRingEnd ℂ) 3 = 3 := Complex.ext (by simp) (by simp)
  have c4 : (starRingEnd ℂ) 4 = 4 := Complex.ext (by simp) (by simp)
  have c5 : (starRingEnd ℂ) 5 = 5 := Complex.ext (by simp) (by simp)
  constructor
  · simp [dotProduct, Fin.sum_univ_four]
    norm_num [c3, c4, c5]
  · have h : (modes 0)ᴴ * (modes 1)ᴴ * modes 1 * modes 0 =
        (modes 1 * modes 0)ᴴ * (modes 1 * modes 0) := by
      rw [Matrix.conjTranspose_mul, mul_assoc ((modes 0)ᴴ * (modes 1)ᴴ)]
    rw [h, expect_conj, ← Matrix.mulVec_mulVec]
    simp [rdm, expect_conj, modes_mulVec, dotProduct, Fin.sum_univ_four]
    norm_num [c4, c5]

end

end WickFromIdempotency
```

```lean
#print axioms WickFromIdempotency.wick_factorisation
-- 'WickFromIdempotency.wick_factorisation' depends on axioms: [propext, Classical.choice, Quot.sound]
#print axioms WickFromIdempotency.pair_density
-- 'WickFromIdempotency.pair_density' depends on axioms: [propext, Classical.choice, Quot.sound]
#print axioms WickFromIdempotency.pair_superposition_not_wick
-- 'WickFromIdempotency.pair_superposition_not_wick' depends on axioms: [propext, Classical.choice, Quot.sound]
```

## How the Lean proof follows the operators

**Overlaps and zero norms.** The lemma `expect_conj` rewrites $\langle\psi,A^\dagger B\psi\rangle$ as $\langle A\psi,B\psi\rangle$, and `expect_occ` computes the overlap $(\gamma^2)_{pq}$, with `occ a ψ p` standing for $e_p$. In the forward direction of `idempotent_iff`, `D` is the difference $a_p-e_p$. The step `h` proves orthogonality to each $a_q\psi$, and `h0` expands the adjoint of `D` to obtain zero squared norm. Mathlib's `dotProduct_star_self_eq_zero` then makes the vector itself zero. The converse rewrites one overlap into the other.

**The adjoint of the occupied part.** The anticommutator $\{e_p,a_q^\dagger\}=\gamma_{pq}$ is `occ_anticomm`. In `occ_adjoint_mulVec`, its expectation value is taken with `congrArg`; normalisation enters through `h1`, and idempotency cancels the two remaining terms. The sum over $q$ then gives zero squared norm, as in the derivation above.

**The reordering.** In `wick_factorisation`, `hr` replaces $a_r$ by $e_r$ next to $\psi$, and `h3` states that $e_r$ and $a_s$ anticommute. The step `hmove` carries out the three exchanges at once. It first writes the product as a combination of three anticommutators and the fully moved term, an identity that `noncomm_ring` verifies without any property of the operators. Inserting the known anticommutators leaves the two contractions. The step `h0` removes the fully moved term by means of $e_r^\dagger\psi=0$, and `ring` puts the factors in the stated order.

**The pair density and the examples.** The proof of `pair_density` first shows that $\gamma$ is Hermitian and then specialises the factorisation. For the two-mode examples, `modes_mulVec` records how the explicit matrices act on a general vector. In `wick_factorisation_witness` the relations are checked entry by entry and $\gamma$ is computed before it is squared. In `pair_superposition_not_wick` the four-operator product is regrouped as $(a_1a_0)^\dagger(a_1a_0)$, so its expectation value is the squared norm of $a_1a_0\psi$, and arithmetic separates the two sides.
